# Euler's relation and the singular Hessian of an extensive Gibbs energy

A homogeneous mixture at fixed temperature and pressure contains an amount xᵢ > 0 of each component i, and its Gibbs energy is G(x). Here xᵢ is an amount of substance, often written nᵢ, and not a mole fraction. G is extensive if

G(t x) = t G(x) for all t > 0.

The chemical potentials and the Hessian are

μᵢ = ∂G/∂xᵢ,  Hᵢⱼ = ∂μᵢ/∂xⱼ.

Suppose that G is extensive and twice continuously differentiable wherever all amounts are positive. Then, at every such x,

G(x) = Σᵢ xᵢ μᵢ(x) and H(x) x = 0,

and H(x) is not positive definite if there is at least one component. A stability test on a smooth bulk model of this kind therefore always meets a zero eigenvalue when it uses the Hessian in all the amounts. Enlarging the sample at fixed composition costs no curvature.

## Differentiating along a ray of fixed composition

Fix x and differentiate G(s x) = s G(x) in s. The chain rule gives Σᵢ xᵢ μᵢ(s x) on the left and G(x) on the right. At s = 1 this is Euler's relation.

Next, fix t and differentiate G(t y) = t G(y) in yᵢ at y = x:

t μᵢ(t x) = t μᵢ(x), so μᵢ(t x) = μᵢ(x).

The chemical potentials are intensive. Differentiating μᵢ(s x) = μᵢ(x) in s at s = 1 gives

Σⱼ Hᵢⱼ xⱼ = 0.

Hence xᵀ H x = 0 with x ≠ 0, which positive definiteness forbids. H may still be positive semidefinite.

## The Gibbs–Duhem equation and the converse

To first order, a displacement v of the amounts changes the potentials by dμᵢ = Σⱼ Hᵢⱼ vⱼ. Second derivatives of G commute, which is the Maxwell relation Hᵢⱼ = Hⱼᵢ, so

Σᵢ xᵢ dμᵢ = Σⱼ vⱼ Σᵢ Hⱼᵢ xᵢ = 0.

This is the Gibbs–Duhem equation at fixed temperature and pressure, so it has no entropy or volume term.

Conversely, let G be differentiable and obey Euler's relation at all positive amounts. At the point s x the relation reads G(s x) = s Σᵢ xᵢ μᵢ(s x), and therefore

d/ds [G(s x)/s] = [s Σᵢ xᵢ μᵢ(s x) − G(s x)]/s² = 0.

So G(s x)/s is constant for s > 0. Its value at s = 1 is G(x), and G is extensive.

## Amounts, potentials and Hessian in Lean

The components are labelled by a finite type `ι`, and a list of amounts is a function `ι → ℝ`. Comments in the code call such a list a composition, whereas "fixed composition" in the prose means fixed ratios of the amounts.

```lean
import Mathlib

open Matrix Filter Topology

namespace EulerGibbsDuhem

noncomputable section

variable {ι : Type*} [Fintype ι] [DecidableEq ι]
```

The positive amounts form the set `orthant ι`. Its boundary, where some component is absent, is excluded.

```lean
/-- The compositions in which every component is present in a positive amount. -/
def orthant (ι : Type*) : Set (ι → ℝ) := {x | ∀ i, 0 < x i}
```

Extensivity is required only on this set. It is an assumption about the material: surface energies must be negligible, and so must long-range forces that are not screened, such as the sample's own gravity.

```lean
/-- `G` is extensive: scaling all (positive) amounts by `t > 0` scales `G` by `t`. -/
def Extensive (G : (ι → ℝ) → ℝ) : Prop :=
  ∀ x ∈ orthant ι, ∀ t : ℝ, 0 < t → G (t • x) = t * G x
```

The unit vector of component i is `Pi.single i 1`. The chemical potential, called `potential`, is the derivative `fderiv` of G applied to that vector.

```lean
/-- The chemical potential of component `i`: the partial derivative of `G` in the amount `x i`,
for `G` differentiable at `x`. -/
def potential (G : (ι → ℝ) → ℝ) (i : ι) (x : ι → ℝ) : ℝ :=
  fderiv ℝ G x (Pi.single i 1)
```

Differentiating once more gives the Hessian, with the potential's index i as row and the varied amount's index j as column.

```lean
/-- The Hessian of `G`: the matrix of derivatives of the chemical potential of `i` in the
amount of `j`, for `G` twice differentiable at `x`. -/
def hessian (G : (ι → ℝ) → ℝ) (x : ι → ℝ) : Matrix ι ι ℝ :=
  Matrix.of fun i j => fderiv ℝ (potential G i) x (Pi.single j 1)
```

## Derivatives on the open orthant

The orthant is a finite product of open half-lines and hence open. A point with positive amounts can therefore be varied in every direction.

```lean
omit [DecidableEq ι] in
/-- The set of compositions with positive amounts is open. -/
theorem isOpen_orthant : IsOpen (orthant ι) := by
  have h : orthant ι = Set.pi Set.univ (fun _ => Set.Ioi (0 : ℝ)) := by
    ext x
    simp [orthant]
  rw [h]
  exact isOpen_set_pi Set.finite_univ (fun _ _ => isOpen_Ioi)
```

Three lemmas supply the calculus. The first expands a linear functional in the unit vectors, which turns a directional derivative into a sum over components.

```lean
/-- A linear functional is the sum of its values on the unit vectors, weighted by components. -/
private lemma apply_eq_sum (L : (ι → ℝ) →L[ℝ] ℝ) (v : ι → ℝ) :
    L v = ∑ i, v i * L (Pi.single i 1) := by
  have h : v = ∑ i, v i • (Pi.single i (1 : ℝ) : ι → ℝ) := by
    ext j
    simp [Finset.sum_apply, Pi.single_apply]
  calc L v = L (∑ i, v i • (Pi.single i (1 : ℝ) : ι → ℝ)) := congrArg L h
    _ = _ := by simp only [map_sum, map_smul, smul_eq_mul]
```

The second is the chain rule along the ray s ↦ s x.

```lean
omit [DecidableEq ι] in
/-- The derivative, along the ray through `x`, of a function differentiable at `t • x`. -/
private lemma hasDerivAt_ray {F : (ι → ℝ) → ℝ} {x : ι → ℝ} {t : ℝ}
    (hF : DifferentiableAt ℝ F (t • x)) :
    HasDerivAt (fun s : ℝ => F (s • x)) (fderiv ℝ F (t • x) x) t := by
  have h1 : HasDerivAt (fun s : ℝ => s • x) x t := by
    simpa using (hasDerivAt_id' t).smul_const x
  exact hF.hasFDerivAt.comp_hasDerivAt t h1
```

The third identifies the differential of μᵢ with a second derivative of G.

```lean
/-- Where `G` is twice continuously differentiable, the differential of a chemical potential is a
second derivative of `G`. -/
private lemma hasFDerivAt_potential {G : (ι → ℝ) → ℝ} {x : ι → ℝ}
    (hG : ContDiffAt ℝ 2 G x) (i : ι) :
    HasFDerivAt (potential G i)
      ((ContinuousLinearMap.apply ℝ ℝ (Pi.single i (1 : ℝ) : ι → ℝ)).comp
        (fderiv ℝ (fderiv ℝ G) x)) x := by
  have h1 : ContDiffAt ℝ 1 (fderiv ℝ G) x := hG.fderiv_right one_add_one_eq_two.le
  have h2 : DifferentiableAt ℝ (fderiv ℝ G) x := h1.differentiableAt (by norm_num)
  exact (ContinuousLinearMap.apply ℝ ℝ
    (Pi.single i (1 : ℝ) : ι → ℝ)).hasFDerivAt.comp x h2.hasFDerivAt
```

## Euler's relation and intensive potentials

Euler's relation needs differentiability only at the point x. In the proof, `h1` is the derivative of G(s x) from the chain rule and `h3` is the derivative of s G(x). The two functions agree for s near 1, so `unique` equates their derivatives.

```lean
/-- Euler's relation: an extensive `G`, differentiable at a composition `x` with positive
amounts, is the sum of the amounts times the chemical potentials. -/
theorem euler_relation {G : (ι → ℝ) → ℝ} (hext : Extensive G) {x : ι → ℝ}
    (hx : x ∈ orthant ι) (hG : DifferentiableAt ℝ G x) :
    G x = ∑ i, x i * potential G i x := by
  have h1 := hasDerivAt_ray (F := G) (x := x) (t := 1) (by rwa [one_smul])
  rw [one_smul] at h1
  -- along the ray, `G` is the linear function `s * G x`
  have h2 : (fun s : ℝ => G (s • x)) =ᶠ[𝓝 1] fun s => s * G x := by
    filter_upwards [Ioi_mem_nhds (zero_lt_one' ℝ)] with s hs
    exact hext x hx s hs
  have h3 := (hasDerivAt_mul_const (x := (1 : ℝ)) (G x)).congr_of_eventuallyEq h2
  exact (h3.unique h1).trans (apply_eq_sum _ x)
```

For the potentials, `h3` compares the derivatives of G(t y) and t G(y) in y. Evaluating both on a unit vector gives `h4`, from which the factor t is cancelled.

```lean
/-- Chemical potentials are intensive: for an extensive `G` differentiable on the positive orthant
they do not change when positive amounts are all scaled by `t > 0`. -/
theorem potential_intensive {G : (ι → ℝ) → ℝ} (hext : Extensive G)
    (hG : DifferentiableOn ℝ G (orthant ι)) {x : ι → ℝ} (hx : x ∈ orthant ι)
    {t : ℝ} (ht : 0 < t) (i : ι) : potential G i (t • x) = potential G i x := by
  have htx : t • x ∈ orthant ι := fun j => mul_pos ht (hx j)
  have d1 := (hG.differentiableAt (isOpen_orthant.mem_nhds htx)).hasFDerivAt
  have d2 := (hG.differentiableAt (isOpen_orthant.mem_nhds hx)).hasFDerivAt
  have h1 : HasFDerivAt (fun y : ι → ℝ => t • y)
      (t • ContinuousLinearMap.id ℝ (ι → ℝ)) x := (hasFDerivAt_id x).const_smul t
  have h2 : (fun y => G (t • y)) =ᶠ[𝓝 x] fun y => t * G y := by
    filter_upwards [isOpen_orthant.mem_nhds hx] with y hy
    exact hext y hy t ht
  -- differentiate both sides of `G (t y) = t G y` in `y`
  have h3 := (d1.comp x h1).unique ((d2.const_mul t).congr_of_eventuallyEq h2)
  have h4 : t * potential G i (t • x) = t * potential G i x := by
    calc t * potential G i (t • x)
        = fderiv ℝ G (t • x) (t • (Pi.single i (1 : ℝ) : ι → ℝ)) := by
          rw [map_smul, smul_eq_mul, potential]
      _ = t * potential G i x := DFunLike.congr_fun h3 (Pi.single i 1)
  exact mul_left_cancel₀ ht.ne' h4
```

## The Hessian annihilates the vector of amounts

Here `*ᵥ` is the product of a matrix and a vector. By the previous theorem μᵢ is constant along the ray, so its derivative in the direction x vanishes. Expanded in components, that derivative is row i of H x.

```lean
/-- For an extensive, twice continuously differentiable `G`, the Hessian at a composition `x`
with positive amounts annihilates `x`. -/
theorem hessian_mulVec_self {G : (ι → ℝ) → ℝ} (hext : Extensive G)
    (hG : ContDiffOn ℝ 2 G (orthant ι)) {x : ι → ℝ} (hx : x ∈ orthant ι) :
    hessian G x *ᵥ x = 0 := by
  funext i
  have hd := (hasFDerivAt_potential
    (hG.contDiffAt (isOpen_orthant.mem_nhds hx)) i).differentiableAt
  have h1 := hasDerivAt_ray (F := potential G i) (x := x) (t := 1) (by rwa [one_smul])
  rw [one_smul] at h1
  -- the potential is constant along the ray
  have h2 : (fun s : ℝ => potential G i (s • x)) =ᶠ[𝓝 1] fun _ => potential G i x := by
    filter_upwards [Ioi_mem_nhds (zero_lt_one' ℝ)] with s hs
    exact potential_intensive hext (hG.differentiableOn (by norm_num)) hx hs i
  have h3 := h1.unique ((hasDerivAt_const (1 : ℝ) _).congr_of_eventuallyEq h2)
  rw [apply_eq_sum] at h3
  calc (hessian G x *ᵥ x) i
      = ∑ j, x j * fderiv ℝ (potential G i) x (Pi.single j 1) :=
        Finset.sum_congr rfl fun j _ => mul_comm _ _
    _ = 0 := h3
```

The main theorem joins the three conclusions. The hypothesis `ContDiffOn ℝ 2 G (orthant ι)` is the twofold continuous differentiability, and `Nonempty ι` provides at least one component. With no components the Hessian is the empty matrix, which counts as positive definite. The proof uses a component to show x ≠ 0 and then contradicts xᵀ H x > 0.

```lean
/-- For an extensive, twice continuously differentiable `G` of at least one amount, at positive
amounts: Euler's relation holds, the Hessian annihilates the composition, and the Hessian is
not positive definite. -/
theorem euler_and_degenerate_hessian [Nonempty ι] {G : (ι → ℝ) → ℝ} (hext : Extensive G)
    (hG : ContDiffOn ℝ 2 G (orthant ι)) {x : ι → ℝ} (hx : x ∈ orthant ι) :
    G x = ∑ i, x i * potential G i x ∧ hessian G x *ᵥ x = 0 ∧ ¬ (hessian G x).PosDef := by
  have h0 := hessian_mulVec_self hext hG hx
  refine ⟨euler_relation hext hx ((hG.differentiableOn (by norm_num)).differentiableAt
    (isOpen_orthant.mem_nhds hx)), h0, fun hpd => ?_⟩
  have hne : x ≠ 0 := by
    obtain ⟨i⟩ := ‹Nonempty ι›
    exact fun h => (hx i).ne' (congrFun h i)
  have hpos := hpd.dotProduct_mulVec_pos hne
  rw [h0, dotProduct_zero] at hpos
  exact lt_irrefl _ hpos
```

That the Gibbs energy of a given real mixture is such a function remains a physical judgement. It can fail at a phase transition, where second derivatives may jump.

## Gibbs–Duhem for every displacement

The term `fderiv ℝ (potential G i) x v` is dμᵢ for the displacement v, which may have entries of either sign. The Maxwell relations enter as `hs`, the symmetry of the second derivative, and are not stated as a separate theorem. The final calculation writes the weighted sum as the second derivative in the directions v and x, exchanges the two, and uses `hz`, the vanishing of each dμᵢ along x.

```lean
/-- The Gibbs–Duhem equation: for an extensive, twice continuously differentiable `G` at positive
amounts `x`, the first-order changes of the chemical potentials under any displacement `v` of the
amounts, weighted by `x`, sum to zero. -/
theorem gibbs_duhem {G : (ι → ℝ) → ℝ} (hext : Extensive G)
    (hG : ContDiffOn ℝ 2 G (orthant ι)) {x : ι → ℝ} (hx : x ∈ orthant ι) (v : ι → ℝ) :
    ∑ i, x i * fderiv ℝ (potential G i) x v = 0 := by
  have hc := hG.contDiffAt (isOpen_orthant.mem_nhds hx)
  have hp : ∀ i w, fderiv ℝ (potential G i) x w
      = fderiv ℝ (fderiv ℝ G) x w (Pi.single i 1) := fun i w => by
    rw [(hasFDerivAt_potential hc i).fderiv]
    rfl
  have hs : IsSymmSndFDerivAt ℝ G x := hc.isSymmSndFDerivAt (by simp)
  have hz : ∀ i, fderiv ℝ (potential G i) x x = 0 := fun i => by
    rw [apply_eq_sum]
    exact (Finset.sum_congr rfl fun j _ => mul_comm _ _).trans
      (congrFun (hessian_mulVec_self hext hG hx) i)
  -- the Maxwell relations exchange the displacement `v` and the composition `x`
  calc ∑ i, x i * fderiv ℝ (potential G i) x v
      = fderiv ℝ (fderiv ℝ G) x v x := by simp only [hp]; exact (apply_eq_sum _ x).symm
    _ = fderiv ℝ (fderiv ℝ G) x x v := hs.eq v x
    _ = ∑ i, v i * fderiv ℝ (potential G i) x x := by
      simp only [hp]; exact apply_eq_sum _ v
    _ = 0 := by simp only [hz, mul_zero, Finset.sum_const_zero]
```

## From Euler's relation back to extensivity

The statement `hd` is the quotient-rule calculation above. A function with zero derivative on the connected interval s > 0 is constant, and comparing s = t with s = 1 gives the result.

```lean
/-- Converse of Euler's relation: a differentiable `G` that obeys it at all positive amounts
is extensive. -/
theorem extensive_of_euler {G : (ι → ℝ) → ℝ} (hG : DifferentiableOn ℝ G (orthant ι))
    (hE : ∀ x ∈ orthant ι, G x = ∑ i, x i * potential G i x) : Extensive G := by
  intro x hx t ht
  -- `G (s x) / s` has zero derivative in `s`
  have hd : ∀ s ∈ Set.Ioi (0 : ℝ), HasDerivAt (fun s : ℝ => G (s • x) / s) 0 s := by
    intro s hs
    have hs0 : (0 : ℝ) < s := hs
    have hsx : s • x ∈ orthant ι := fun j => mul_pos hs0 (hx j)
    have h1 := hasDerivAt_ray (hG.differentiableAt (isOpen_orthant.mem_nhds hsx))
    have h2 : G (s • x) = s * fderiv ℝ G (s • x) x := by
      rw [← smul_eq_mul, ← map_smul, apply_eq_sum]
      exact hE _ hsx
    refine (h1.fun_div (hasDerivAt_id' s) hs0.ne').congr_deriv ?_
    rw [h2, mul_one, mul_comm, sub_self, zero_div]
  have hc := isOpen_Ioi.is_const_of_deriv_eq_zero isPreconnected_Ioi
    (fun s hs => (hd s hs).differentiableAt.differentiableWithinAt)
    (fun s hs => (hd s hs).deriv) (Set.mem_Ioi.2 ht) (Set.mem_Ioi.2 (zero_lt_one' ℝ))
  simp only [one_smul, div_one] at hc
  rw [div_eq_iff ht.ne'] at hc
  rw [hc, mul_comm]
```

## The ideal mixture as an example

For an ideal mixture with molar Gibbs energies gᵢ of the pure components,

G(x) = Σᵢ xᵢ [gᵢ + RT ln(xᵢ/N)], N = Σⱼ xⱼ.

In Lean `RT` is a single real number, standing for the gas constant times the temperature.

```lean
/-- Gibbs energy of an ideal mixture at positive amounts `x`, with molar Gibbs energies `g` of the
pure components and thermal energy `RT`. -/
def idealMixture (g : ι → ℝ) (RT : ℝ) (x : ι → ℝ) : ℝ :=
  ∑ i, x i * (g i + RT * Real.log (x i / ∑ j, x j))
```

This G satisfies both hypotheses of the main theorem. Scaling leaves each mole fraction xᵢ/N unchanged, so only the prefactor xᵢ gains a factor t. For each component i, N and xᵢ/N are positive at positive amounts, so the quotient and its logarithm are smooth.

```lean
omit [DecidableEq ι] in
/-- The Gibbs energy of an ideal mixture is extensive and twice continuously differentiable
at positive amounts. -/
theorem idealMixture_witness (g : ι → ℝ) (RT : ℝ) :
    Extensive (idealMixture g RT) ∧ ContDiffOn ℝ 2 (idealMixture g RT) (orthant ι) := by
  constructor
  · intro x _ t ht
    unfold idealMixture
    rw [Finset.mul_sum]
    refine Finset.sum_congr rfl fun i _ => ?_
    -- mole fractions do not change under scaling
    have h : (t • x) i / ∑ j, (t • x) j = x i / ∑ j, x j := by
      simp only [Pi.smul_apply, smul_eq_mul, ← Finset.mul_sum]
      exact mul_div_mul_left _ _ ht.ne'
    rw [h, Pi.smul_apply, smul_eq_mul]
    ring
  · have hc : ∀ j, ContDiffOn ℝ 2 (fun x : ι → ℝ => x j) (orthant ι) :=
      fun j => (contDiff_apply ℝ ℝ j).contDiffOn
    refine ContDiffOn.sum fun i _ => (hc i).mul (contDiffOn_const.add (contDiffOn_const.mul ?_))
    have hpos : ∀ x ∈ orthant ι, 0 < ∑ j, x j := fun x hx =>
      Finset.sum_pos (fun j _ => hx j) ⟨i, Finset.mem_univ i⟩
    exact ((hc i).div (ContDiffOn.sum fun j _ => hc j) fun x hx => (hpos x hx).ne').log
      fun x hx => (div_pos (hx i) (hpos x hx)).ne'

end

end EulerGibbsDuhem
```

```lean
#print axioms EulerGibbsDuhem.euler_and_degenerate_hessian
#print axioms EulerGibbsDuhem.gibbs_duhem
#print axioms EulerGibbsDuhem.extensive_of_euler
```

```
'EulerGibbsDuhem.euler_and_degenerate_hessian' depends on axioms: [propext, Classical.choice, Quot.sound]
'EulerGibbsDuhem.gibbs_duhem' depends on axioms: [propext, Classical.choice, Quot.sound]
'EulerGibbsDuhem.extensive_of_euler' depends on axioms: [propext, Classical.choice, Quot.sound]
```
